# Existence and uniqueness of atomic charges fitted to an electrostatic potential at fixed total charge

**Q:** You claim that a least-squares fit of charges on at least one atom to a potential on a grid, with the total charge fixed, always has a solution. You also claim that the solution is unique exactly when no nonzero set of charges summing to zero gives zero potential at every grid point. What is being fitted, and where does the physics enter?

**A:** A quantum-chemical calculation gives the electrostatic potential $b_k$ at grid points $k$ around a molecule. We want point charges $q_i$ on the atoms $i$ that reproduce it, for instance for a force field. Their potential is $(Aq)_k=\sum_i A_{ki}q_i$, where in atomic units $A_{ki}$ is the inverse distance from atom $i$ to grid point $k$. The total $\sum_i q_i=Q$ is the molecular charge.

In Lean, the finite types `m` and `n` label grid points and atoms. The theorems allow any real matrix $A$ and any real $b$. That the entries are inverse distances, and that $b$ is the potential of the molecule's nuclei and electrons together, is for the user to supply.

```lean
import Mathlib

open Matrix

namespace ESPCharges

variable {m n : Type*} [Fintype m] [Fintype n]
```

The quantity to minimise is $M(q)=\sum_k\big((Aq)_k-b_k\big)^2$, the squared Euclidean norm of $Aq-b$, with all grid points weighted equally and no restraint term.

```lean
/-- The sum over grid points of the squared difference between the potential `A q` of the
atomic charges `q` and the target potential `b`. -/
def misfit (A : Matrix m n ℝ) (b : m → ℝ) (q : n → ℝ) : ℝ :=
  ∑ k, ((A *ᵥ q) k - b k) ^ 2
```

**Q:** Does your definition of a fit already contain the normal equations? Then the result would be half assumed.

**A:** No. It says only that $q$ has total $Q$ and that no $p$ with the same total has a smaller misfit. Charges may take either sign and any size.

```lean
/-- The charges `q` have total charge `Q`, and no charges with the same total have a
smaller misfit. -/
def IsESPFit (A : Matrix m n ℝ) (b : m → ℝ) (Q : ℝ) (q : n → ℝ) : Prop :=
  ∑ i, q i = Q ∧ ∀ p : n → ℝ, ∑ i, p i = Q → misfit A b q ≤ misfit A b p
```

**Q:** Then derive the stationarity condition.

**A:** Displace the charges by $t\,d$, with $t$ real, and write $r=Aq-b$ for the residual. Each grid point contributes $(r_k+t(Ad)_k)^2$, so summing gives
$$M(q+td)=M(q)+2t\,r\cdot Ad+t^2\,|Ad|^2 .$$
The Lean proof does the same: it combines the sums and lets `ring` check the identity at each grid point.

```lean
/-- Along a charge displacement `t d` the misfit is a polynomial in `t` of degree at most two: the
linear coefficient is twice the dot product of the residual `A q - b` with `A d`, and the
coefficient of `t ^ 2` is the dot product of `A d` with itself. -/
theorem misfit_displace (A : Matrix m n ℝ) (b : m → ℝ) (q d : n → ℝ) (t : ℝ) :
    misfit A b (q + t • d) = misfit A b q + 2 * t * ((A *ᵥ q - b) ⬝ᵥ (A *ᵥ d))
      + t ^ 2 * ((A *ᵥ d) ⬝ᵥ (A *ᵥ d)) := by
  simp only [misfit, dotProduct, Matrix.mulVec_add, Matrix.mulVec_smul, Finset.mul_sum,
    ← Finset.sum_add_distrib]
  refine Finset.sum_congr rfl fun k _ => ?_
  simp only [Pi.add_apply, Pi.sub_apply, Pi.smul_apply, smul_eq_mul]
  ring
```

Now let $\sum_i d_i=0$, so that the total is kept. Put $g=r\cdot Ad$ and $s=|Ad|^2\ge 0$. If $q$ is a fit, then $2tg+t^2s\ge0$ for all $t$. At $t=-g/(s+1)$ the left side is
$$-\frac{2g^2}{s+1}+\frac{g^2s}{(s+1)^2}=-\frac{g^2(s+2)}{(s+1)^2},$$
which is negative unless $g=0$. Hence $r\cdot Ad=0$ for every zero-sum $d$.

Conversely, suppose this orthogonality holds and $p$ has total $Q$. Take $d=p-q$ and $t=1$: then $M(p)=M(q)+|A(p-q)|^2\ge M(q)$.

```lean
/-- Charges of total `Q` are a constrained fit exactly when the residual potential is
orthogonal to the potential of every charge displacement of zero sum. -/
theorem isESPFit_iff_orthogonal (A : Matrix m n ℝ) (b : m → ℝ) (Q : ℝ) (q : n → ℝ) :
    IsESPFit A b Q q ↔ ∑ i, q i = Q ∧
      ∀ d : n → ℝ, ∑ i, d i = 0 → (A *ᵥ q - b) ⬝ᵥ (A *ᵥ d) = 0 := by
  have hnonneg : ∀ d : n → ℝ, 0 ≤ (A *ᵥ d) ⬝ᵥ (A *ᵥ d) := fun d =>
    Finset.sum_nonneg fun k _ => mul_self_nonneg _
  constructor
  · rintro ⟨hQ, hmin⟩
    refine ⟨hQ, fun d hd => ?_⟩
    have hs := hnonneg d
    have h : ∀ t : ℝ, 0 ≤ 2 * t * ((A *ᵥ q - b) ⬝ᵥ (A *ᵥ d))
        + t ^ 2 * ((A *ᵥ d) ⬝ᵥ (A *ᵥ d)) := by
      intro t
      have h1 := hmin (q + t • d) (by
        simp [Finset.sum_add_distrib, ← Finset.mul_sum, hd, hQ])
      rw [misfit_displace] at h1
      linarith
    generalize (A *ᵥ q - b) ⬝ᵥ (A *ᵥ d) = g at h ⊢
    generalize (A *ᵥ d) ⬝ᵥ (A *ᵥ d) = s at h hs
    -- a short step against the slope would lower the misfit
    by_contra hg
    have h1 := h (-g / (s + 1))
    have hs1 : s + 1 ≠ 0 := by positivity
    have e : 2 * (-g / (s + 1)) * g + (-g / (s + 1)) ^ 2 * s
        = -(g ^ 2 * (s + 2) / (s + 1) ^ 2) := by
      field_simp
      ring
    have hpos : 0 < g ^ 2 * (s + 2) / (s + 1) ^ 2 := by positivity
    linarith
  · rintro ⟨hQ, horth⟩
    refine ⟨hQ, fun p hp => ?_⟩
    have h0 := horth (p - q) (by simp [Finset.sum_sub_distrib, hp, hQ])
    have h1 := misfit_displace A b q (p - q) 1
    have e : q + (1 : ℝ) • (p - q) = p := by module
    rw [e, h0] at h1
    linarith [hnonneg (p - q)]
```

The denominator $s+1$ makes one step length serve even when $s=0$. In the code, `field_simp` and `ring` verify the displayed fraction, and `positivity` supplies its sign.

**Q:** I would have written a Lagrange multiplier. Is this the same condition?

**A:** Yes. Since $r\cdot Ad=(A^{T}r)\cdot d$, moving a unit charge from atom $j$ to atom $i$ gives $(A^Tr)_i=(A^Tr)_j$. All components therefore equal one number $\mu$. Conversely, if they do, then $(A^Tr)\cdot d=\mu\sum_i d_i=0$.

Mind the normalisation: with the Lagrangian $M(q)-\lambda(\sum_i q_i-Q)$, stationarity reads $2A^Tr=\lambda$ in every component, so $\mu=\lambda/2$.

```lean
/-- Lagrange equations of the charge fit: charges of total `Q` are a constrained fit exactly
when all components of `Aᵀ (A q - b)` equal one common multiplier. -/
theorem isESPFit_iff_lagrange (A : Matrix m n ℝ) (b : m → ℝ) (Q : ℝ) (q : n → ℝ) :
    IsESPFit A b Q q ↔ ∑ i, q i = Q ∧ ∃ μ : ℝ, ∀ i, (Aᵀ *ᵥ (A *ᵥ q - b)) i = μ := by
  classical
  rw [isESPFit_iff_orthogonal]
  refine and_congr_right fun _ => ?_
  simp only [Matrix.dotProduct_mulVec, ← Matrix.mulVec_transpose]
  constructor
  · intro h
    rcases isEmpty_or_nonempty n with hn | ⟨⟨j⟩⟩
    · exact ⟨0, fun i => isEmptyElim i⟩
    · refine ⟨(Aᵀ *ᵥ (A *ᵥ q - b)) j, fun i => ?_⟩
      -- move a unit charge from atom j to atom i
      have h1 := h (Pi.single i 1 - Pi.single j 1) (by
        simp [Finset.sum_sub_distrib, Pi.single_apply])
      rw [dotProduct_sub, dotProduct_single, dotProduct_single] at h1
      linarith
  · rintro ⟨μ, hμ⟩ d hd
    simp only [dotProduct, hμ]
    rw [← Finset.mul_sum, hd, mul_zero]
```

**Q:** Those equations might have no solution. $A^TA$ can be singular.

**A:** A projection settles that without inverting anything. Put all the charge on one atom, and call this trial vector $q_0$. The potentials $Ad$ of zero-sum charges form a subspace $W$ of a finite-dimensional space. Project $b-Aq_0$ orthogonally onto $W$. The projection has the form $Ad$ for some zero-sum $d$, and the remainder $b-Aq_0-Ad$ is orthogonal to $W$. That remainder is minus the residual of $q_0+d$, and $q_0+d$ has total $Q$, so it is a fit.

The code builds `W` inside `EuclideanSpace ℝ m`, where the inner product lives, and `WithLp.toLp 2` carries potentials there. The assumption `[Nonempty n]` provides the atom for the trial charge; with no atoms and $Q\neq0$, no charge vector has the required total.

```lean
/-- With at least one atom, a constrained fit exists for every target potential and every
total charge. -/
theorem exists_isESPFit [Nonempty n] (A : Matrix m n ℝ) (b : m → ℝ) (Q : ℝ) :
    ∃ q, IsESPFit A b Q q := by
  classical
  obtain ⟨j⟩ := ‹Nonempty n›
  let q₀ : n → ℝ := Pi.single j Q
  have hq₀ : ∑ i, q₀ i = Q := by simp [q₀, Pi.single_apply]
  -- the space of grid potentials produced by charges of zero sum
  let W : Submodule ℝ (EuclideanSpace ℝ m) :=
    { carrier := {w | ∃ d : n → ℝ, ∑ i, d i = 0 ∧ WithLp.toLp 2 (A *ᵥ d) = w}
      zero_mem' := ⟨0, by simp, by simp⟩
      add_mem' := by
        rintro _ _ ⟨d, hd, rfl⟩ ⟨e, he, rfl⟩
        exact ⟨d + e, by simp [Finset.sum_add_distrib, hd, he], by simp [Matrix.mulVec_add]⟩
      smul_mem' := by
        rintro c _ ⟨d, hd, rfl⟩
        exact ⟨c • d, by simp [← Finset.mul_sum, hd], by simp [Matrix.mulVec_smul]⟩ }
  -- project the residual of the trial charges onto it
  obtain ⟨w, ⟨d, hd, rfl⟩, hw⟩ :=
    Submodule.HasOrthogonalProjection.exists_orthogonal (K := W)
      (WithLp.toLp 2 (b - A *ᵥ q₀))
  refine ⟨q₀ + d, (isESPFit_iff_orthogonal A b Q _).2 ⟨?_, fun e he => ?_⟩⟩
  · simp only [Pi.add_apply, Finset.sum_add_distrib, hq₀, hd, add_zero]
  · have h := (Submodule.mem_orthogonal _ _).1 hw (WithLp.toLp 2 (A *ᵥ e)) ⟨e, he, rfl⟩
    rw [← WithLp.toLp_sub, EuclideanSpace.inner_toLp_toLp, star_trivial] at h
    have e1 : A *ᵥ (q₀ + d) - b = -(b - A *ᵥ q₀ - A *ᵥ d) := by
      rw [Matrix.mulVec_add]
      abel
    rw [e1, neg_dotProduct, h, neg_zero]
```

**Q:** And if there are several fits, how do they differ?

**A:** Only in ways the grid cannot see. Let $q$ and $p$ be fits and $d=p-q$, which sums to zero. Both residuals are orthogonal to $Ad$:
$$(Ap-b)\cdot Ad=0,\qquad (Aq-b)\cdot Ad=0 .$$
Subtracting gives $|Ad|^2=0$, so $Ap=Aq$. Conversely, if $p$ has total $Q$ and $Ap=Aq$, its residual is that of $q$, and the orthogonality condition carries over.

```lean
/-- Given one constrained fit `q`, the constrained fits are exactly the charges with total `Q`
that produce the same grid potential as `q`. -/
theorem isESPFit_iff_same_potential {A : Matrix m n ℝ} {b : m → ℝ} {Q : ℝ} {q : n → ℝ}
    (hq : IsESPFit A b Q q) (p : n → ℝ) :
    IsESPFit A b Q p ↔ ∑ i, p i = Q ∧ A *ᵥ p = A *ᵥ q := by
  rw [isESPFit_iff_orthogonal] at hq ⊢
  refine and_congr_right fun hp => ⟨fun h => ?_, fun h => ?_⟩
  · have hd : ∑ i, (p - q) i = 0 := by simp [Finset.sum_sub_distrib, hp, hq.1]
    have h1 := h _ hd
    have h2 := hq.2 _ hd
    -- the two orthogonality relations differ by the squared norm of A (p - q)
    have h3 : (A *ᵥ (p - q)) ⬝ᵥ (A *ᵥ (p - q)) = 0 := by
      have e : A *ᵥ (p - q) = (A *ᵥ p - b) - (A *ᵥ q - b) := by
        rw [Matrix.mulVec_sub]
        abel
      calc (A *ᵥ (p - q)) ⬝ᵥ (A *ᵥ (p - q))
          = ((A *ᵥ p - b) - (A *ᵥ q - b)) ⬝ᵥ (A *ᵥ (p - q)) := by rw [← e]
        _ = 0 := by rw [sub_dotProduct, h1, h2, sub_zero]
    have h4 := dotProduct_self_eq_zero.1 h3
    rw [Matrix.mulVec_sub] at h4
    exact sub_eq_zero.1 h4
  · rw [h]
    exact hq.2
```

**Q:** So the uniqueness criterion follows at once?

**A:** Yes. If a nonzero zero-sum $d$ has $Ad=0$, then $q+d$ is a second fit. If there is no such $d$, the difference of two fits, which sums to zero and has zero potential, must vanish.

In the statement below, the first part is existence, `∃!` means "exactly one", and the last line denies that such a $d$ exists. That line mentions neither $b$ nor $Q$: for this unrestrained linear fit, whether the charges are determined depends on the atoms and the grid alone.

```lean
/-- With at least one atom, the fit of charges to a potential under fixed total charge always
has a solution, and the solution is unique if and only if no nonzero charge vector of zero sum
has vanishing potential on the grid. -/
theorem esp_fit_exists_and_unique_iff [Nonempty n] (A : Matrix m n ℝ) (b : m → ℝ) (Q : ℝ) :
    (∃ q, IsESPFit A b Q q) ∧
      ((∃! q, IsESPFit A b Q q) ↔
        ¬ ∃ d : n → ℝ, d ≠ 0 ∧ ∑ i, d i = 0 ∧ A *ᵥ d = 0) := by
  refine ⟨exists_isESPFit A b Q, ?_, ?_⟩
  · rintro ⟨q, hq, huniq⟩ ⟨d, hd0, hd, hA⟩
    -- adding an invisible displacement gives a second fit
    have h : IsESPFit A b Q (q + d) := (isESPFit_iff_same_potential hq _).2
      ⟨by simp [Finset.sum_add_distrib, hd, hq.1], by rw [Matrix.mulVec_add, hA, add_zero]⟩
    exact hd0 (add_eq_left.1 (huniq _ h))
  · intro h
    obtain ⟨q, hq⟩ := exists_isESPFit A b Q
    refine ⟨q, hq, fun p hp => ?_⟩
    have hpq := (isESPFit_iff_same_potential hq p).1 hp
    by_contra hne
    exact h ⟨p - q, sub_ne_zero.2 hne, by simp [Finset.sum_sub_distrib, hpq.1, hq.1],
      by rw [Matrix.mulVec_sub, hpq.2, sub_self]⟩
```

**Q:** Why not simply require that $A$ have no nonzero null vector?

**A:** That asks for more than is needed. Take one grid point and two atoms, numbered 0 and 1 as in Lean, with $A=(1\;\;2)$. The charges $(2,-1)$ have zero potential there, but they sum to 1, so adding them would change the total. A zero-sum null vector would need $d_0+2d_1=0$ and $d_0+d_1=0$, which force $d_1=0$ and $d_0=0$. The fit is therefore unique for every $b$ and $Q$.

```lean
/-- For one grid point and two atoms with potential matrix `(1 2)`, the constrained fit is
unique although the nonzero charges `(2, -1)` have vanishing potential at the grid point. -/
theorem unique_fit_of_singular_matrix (b : Fin 1 → ℝ) (Q : ℝ) :
    (∃! q, IsESPFit !![(1 : ℝ), 2] b Q q) ∧ !![(1 : ℝ), 2] *ᵥ ![2, -1] = 0 := by
  constructor
  · refine (esp_fit_exists_and_unique_iff _ b Q).2.2 ?_
    rintro ⟨d, hd0, hd, hA⟩
    have h1 := congrFun hA 0
    simp [Matrix.mulVec, dotProduct, Fin.sum_univ_two] at h1
    rw [Fin.sum_univ_two] at hd
    have a0 : d 0 = 0 := by linarith
    have a1 : d 1 = 0 := by linarith
    apply hd0
    ext i
    fin_cases i <;> simp [a0, a1]
  · ext i
    fin_cases i
    simp [Matrix.mulVec, dotProduct, Fin.sum_univ_two]

end ESPCharges
```

**Q:** Does uniqueness mean I can trust the charge on a buried atom?

**A:** Not by itself. Even when the fit is unique, some zero-sum displacement $d$ of appreciable size may have a potential $Ad$ that is tiny on the grid without being zero. Adding this tiny $Ad$ to $b$ then moves the fitted charges by the whole of $d$. The criterion tells whether the full set of charges is determined; it puts no bound on their sensitivity.

```lean
#print axioms ESPCharges.isESPFit_iff_lagrange
-- 'ESPCharges.isESPFit_iff_lagrange' depends on axioms: [propext, Classical.choice, Quot.sound]
#print axioms ESPCharges.esp_fit_exists_and_unique_iff
-- 'ESPCharges.esp_fit_exists_and_unique_iff' depends on axioms: [propext, Classical.choice, Quot.sound]
#print axioms ESPCharges.unique_fit_of_singular_matrix
-- 'ESPCharges.unique_fit_of_singular_matrix' depends on axioms: [propext, Classical.choice, Quot.sound]
```
